# Shifting the q mesh by half a step halves the zero-point error of a harmonic chain as the mesh is refined

An infinite chain of identical atoms, each joined to its two nearest neighbours by identical springs and moving only along the chain, keeps vibrational energy in its ground state. With $\hbar=1$, the zero-point energy per atom is half the mean frequency over the Brillouin zone. A calculation replaces that mean by an average over $N$ equally spaced wave numbers, which may include $q=0$ or be shifted by half a spacing. How do the two errors compare?

## The chain and its averages

```lean
import Mathlib

open Real Filter Topology

namespace PhononMesh

noncomputable section

/-- Frequency of the harmonic chain with unit masses and unit springs at wave number `q`. -/
def freq (q : ℝ) : ℝ := 2 * |sin (q / 2)|
```

This is $\omega(q)=2|\sin(q/2)|$, for unit masses, nearest-neighbour springs of unit stiffness and unit lattice spacing. The dispersion relation is taken as a definition, not derived from Newton's equation.

```lean
/-- Average of the chain frequency over the whole Brillouin zone. -/
def zoneMean : ℝ := (∫ q in (0 : ℝ)..(2 * π), freq q) / (2 * π)
```

The exact mean is $\frac1{2\pi}\int_0^{2\pi}\omega(q)\,dq$.

```lean
/-- Average of the frequency over the `N` mesh points `q = 2π(j + s)/N`, for `N ≥ 1`. -/
def meshMean (s : ℝ) (N : ℕ) : ℝ :=
  (∑ j ∈ Finset.range N, freq (2 * π * ((j : ℝ) + s) / N)) / N
```

`Finset.range N` is $j=0,\dots,N-1$, and `(j : ℝ)` reads the integer $j$ as a real number. The shift $s$ is measured in mesh spacings: $s=0$ includes $q=0$, and $s=1/2$ is the half-shifted mesh.

```lean
/-- Signed error of the mesh average with shift `s`, for `N ≥ 1` mesh points. -/
def meshError (s : ℝ) (N : ℕ) : ℝ := meshMean s N - zoneMean
```

The error is signed: mesh mean minus exact mean.

```lean
/-- The exact zone average of the chain frequency is `4/π`. -/
theorem zoneMean_eq : zoneMean = 4 / π := by
  have h1 : ∫ q in (0 : ℝ)..(2 * π), freq q = ∫ q in (0 : ℝ)..(2 * π), 2 * sin (q / 2) := by
    refine intervalIntegral.integral_congr (fun q hq => ?_)
    rw [Set.uIcc_of_le (by positivity)] at hq
    have hs : 0 ≤ sin (q / 2) :=
      Real.sin_nonneg_of_nonneg_of_le_pi (by linarith [hq.1]) (by linarith [hq.2])
    simp only [freq, abs_of_nonneg hs]
  have h2 : ∫ q in (0 : ℝ)..(2 * π), 2 * sin (q / 2)
      = -4 * cos (2 * π / 2) - -4 * cos (0 / 2) := by
    refine intervalIntegral.integral_eq_sub_of_hasDerivAt (f := fun q => -4 * cos (q / 2))
      (fun q _ => ?_) (Continuous.intervalIntegrable (by fun_prop) _ _)
    exact ((((hasDerivAt_id' q).div_const 2).cos).const_mul (-4)).congr_deriv (by ring)
  rw [zoneMean, h1, h2, show 2 * π / 2 = π by ring, zero_div, Real.cos_pi, Real.cos_zero,
    div_eq_div_iff (by positivity) (by positivity)]
  ring
```

On $[0,2\pi]$ the sine of $q/2$ is nonnegative, so the absolute value goes (`h1`). An antiderivative (`h2`) then gives
$$\frac1{2\pi}\Big[-4\cos\frac q2\Big]_0^{2\pi}=\frac{8}{2\pi}=\frac4\pi .$$

## Summing the mesh exactly

```lean
/-- For `N ≥ 1` the angle `x = π/(2N)`, a quarter of the mesh spacing `2π/N`, lies in `(0, π/2]`,
has a positive sine and satisfies `2Nx = π`. -/
lemma angle {N : ℕ} (hN : 0 < N) : 0 < π / (2 * N) ∧ π / (2 * N) ≤ π / 2 ∧
    0 < sin (π / (2 * N)) ∧ 2 * N * (π / (2 * N)) = π := by
  have h : (1 : ℝ) ≤ N := by exact_mod_cast hN
  have h0 : 0 < π / (2 * N) := by positivity
  have h2 : 2 * N * (π / (2 * N)) = π := mul_div_cancel₀ _ (by positivity)
  have h1 : π / (2 * N) ≤ π / 2 := by nlinarith
  exact ⟨h0, h1, Real.sin_pos_of_pos_of_lt_pi h0 (by linarith [Real.pi_pos]), h2⟩
```

Write $x=\pi/(2N)$. For $N\ge1$ we have $0<x\le\pi/2$, $\sin x>0$ and $2Nx=\pi$.

```lean
/-- Telescoping sum of sines at equally spaced arguments. -/
lemma sum_sin (x s : ℝ) (n : ℕ) :
    sin x * ∑ j ∈ Finset.range n, 2 * sin (2 * x * ((j : ℝ) + s))
      = cos ((2 * s - 1) * x) - cos ((2 * n + 2 * s - 1) * x) := by
  induction n with
  | zero => simp
  | succ n ih =>
    rw [Finset.sum_range_succ, mul_add, ih]
    push_cast
    rw [show (2 * (n : ℝ) + 2 * s - 1) * x = 2 * x * (n + s) - x by ring,
      show (2 * ((n : ℝ) + 1) + 2 * s - 1) * x = 2 * x * (n + s) + x by ring,
      Real.cos_sub, Real.cos_add]
    ring
```

Each term obeys
$$2\sin x\,\sin(2x(j+s))=\cos((2j+2s-1)x)-\cos((2j+2s+1)x),$$
so neighbouring terms cancel and only the two ends survive. Lean does this by induction on $n$.

```lean
/-- Closed form of the mesh average for `N ≥ 1` points and any shift `0 ≤ s ≤ 1`. -/
theorem meshMean_eq {s : ℝ} (hs0 : 0 ≤ s) (hs1 : s ≤ 1) {N : ℕ} (hN : 0 < N) :
    meshMean s N = 2 * cos ((2 * s - 1) * (π / (2 * N))) / (N * sin (π / (2 * N))) := by
  obtain ⟨h0, -, hsin, h2⟩ := angle hN
  have hN' : (0 : ℝ) < N := by exact_mod_cast hN
  -- all sampled sines are nonnegative, so the absolute value can be dropped
  have hsum : ∑ j ∈ Finset.range N, freq (2 * π * ((j : ℝ) + s) / N)
      = ∑ j ∈ Finset.range N, 2 * sin (2 * (π / (2 * N)) * ((j : ℝ) + s)) := by
    refine Finset.sum_congr rfl (fun j hj => ?_)
    have hj' : (j : ℝ) + 1 ≤ N := by exact_mod_cast Finset.mem_range.mp hj
    have hle : (j : ℝ) + s ≤ N := by linarith
    rw [freq, show 2 * π * ((j : ℝ) + s) / N / 2 = 2 * (π / (2 * N)) * (j + s) by ring,
      abs_of_nonneg]
    exact Real.sin_nonneg_of_nonneg_of_le_pi (by positivity)
      (by linarith [mul_le_mul_of_nonneg_left hle h0.le])
  have key := sum_sin (π / (2 * N)) s N
  rw [show (2 * (N : ℝ) + 2 * s - 1) * (π / (2 * N)) = (2 * s - 1) * (π / (2 * N)) + π by
    linear_combination h2, Real.cos_add_pi] at key
  rw [meshMean, hsum, div_eq_div_iff hN'.ne' (by positivity)]
  linear_combination (N : ℝ) * key
```

For $0\le s\le1$ every sampled sine is nonnegative (`hsum`). Since $2Nx=\pi$, the last cosine is minus the first, and
$$\text{mesh mean}=\frac{2\cos((2s-1)x)}{N\sin x}.$$

Some restriction on $s$ is needed. For $N=1$, $s=3/2$, the mesh mean is $2|\sin(3\pi/2)|=2$, but the formula gives $2\cos\pi=-2$.

## One mean below, one above

```lean
/-- For every `N ≥ 1` the unshifted mesh average is below the exact one and the half-shifted
mesh average is above it. -/
theorem errors_bracket {N : ℕ} (hN : 0 < N) :
    meshError 0 N < 0 ∧ 0 < meshError (1 / 2) N := by
  obtain ⟨h0, h1, hs, h2⟩ := angle hN
  have hN' : (0 : ℝ) < N := by exact_mod_cast hN
  rw [meshError, meshError, zoneMean_eq, meshMean_eq le_rfl zero_le_one hN,
    meshMean_eq (by norm_num) (by norm_num) hN]
  generalize π / (2 * (N : ℝ)) = x at *
  have hz : 4 / π = 2 / (N * x) := by
    rw [div_eq_div_iff Real.pi_ne_zero (by positivity)]
    linear_combination 2 * h2
  -- `x cos x < sin x`, from `x < tan x` below the right angle
  have hc : x * cos x < sin x := by
    rcases h1.lt_or_eq with h | h
    · have ht := Real.lt_tan h0 h
      rwa [Real.tan_eq_sin_div_cos,
        lt_div_iff₀ (Real.cos_pos_of_mem_Ioo ⟨by linarith, h⟩)] at ht
    · rw [h, Real.cos_pi_div_two, Real.sin_pi_div_two]
      norm_num
  rw [hz, show (2 * 0 - 1) * x = -x by ring, show (2 * (1 / 2) - 1) * x = 0 by ring,
    Real.cos_neg, Real.cos_zero, mul_one]
  constructor
  · rw [sub_neg, div_lt_div_iff₀ (by positivity) (by positivity)]
    linarith [mul_lt_mul_of_pos_left hc hN']
  · rw [sub_pos, div_lt_div_iff₀ (by positivity) (by positivity)]
    linarith [mul_lt_mul_of_pos_left (Real.sin_lt h0) hN']
```

The exact mean is $4/\pi=2/(Nx)$ (`hz`). The two mesh means are
$$s=0:\ \frac{2\cos x}{N\sin x},\qquad s=\tfrac12:\ \frac{2}{N\sin x}.$$
The signs therefore follow from $x\cos x<\sin x<x$. The left inequality is $x<\tan x$ multiplied by $\cos x$. At $N=1$, where $x=\pi/2$ and the tangent is unavailable, it reads $0<1$. The result holds for every $N\ge1$.

## The size of the error

```lean
/-- If `f` vanishes at zero and its derivative satisfies `|f' y| ≤ |y|^k` for every `y`, then
`|f x| ≤ |x|^(k+1)`. -/
lemma grow {f : ℝ → ℝ} (f' : ℝ → ℝ) {k : ℕ} (h0 : f 0 = 0)
    (hf : ∀ y, HasDerivAt f (f' y) y) (hb : ∀ y, |f' y| ≤ |y| ^ k) (x : ℝ) :
    |f x| ≤ |x| ^ (k + 1) := by
  have h := Convex.norm_image_sub_le_of_norm_hasDerivWithin_le (f := f) (f' := f')
    (C := |x| ^ k) (s := Metric.closedBall 0 |x|) (x := 0) (y := x)
    (fun y _ => (hf y).hasDerivWithinAt)
    (fun y hy => (hb y).trans (pow_le_pow_left₀ (abs_nonneg y) (by simpa using hy) k))
    (convex_closedBall _ _) (by simp) (by simp)
  rw [h0, sub_zero, sub_zero] at h
  rw [pow_succ]
  exact h
```

If $f(0)=0$ and $|f'(y)|\le|y|^k$, the slope between $0$ and $x$ is at most $|x|^k$ in absolute value. The mean value inequality gives $|f(x)|\le|x|^{k+1}$.

```lean
/-- The sine differs from `x - x³/6` by at most `|x|⁵`. -/
lemma sin_taylor (x : ℝ) : |sin x - x + x * x * x / 6| ≤ |x| ^ 5 := by
  -- integrate `|cos y| ≤ 1` five times
  have s1 := grow (f := fun y => sin y) (fun y => cos y) (k := 0) (by simp)
    (fun y => Real.hasDerivAt_sin y) (fun y => by simpa using Real.abs_cos_le_one y)
  have s2 := grow (f := fun y => 1 - cos y) (fun y => sin y) (by simp)
    (fun y => ((Real.hasDerivAt_cos y).const_sub 1).congr_deriv (by ring)) s1
  have s3 := grow (f := fun y => y - sin y) (fun y => 1 - cos y) (by simp)
    (fun y => (hasDerivAt_id' y).fun_sub (Real.hasDerivAt_sin y)) s2
  have s4 := grow (f := fun y => cos y - 1 + y * y / 2) (fun y => y - sin y) (by simp)
    (fun y => (((Real.hasDerivAt_cos y).sub_const 1).fun_add
      (((hasDerivAt_id' y).fun_mul (hasDerivAt_id' y)).div_const 2)).congr_deriv (by ring)) s3
  exact grow (f := fun y => sin y - y + y * y * y / 6) (fun y => cos y - 1 + y * y / 2)
    (by simp) (fun y => (((Real.hasDerivAt_sin y).fun_sub (hasDerivAt_id' y)).fun_add
      ((((hasDerivAt_id' y).fun_mul (hasDerivAt_id' y)).fun_mul
        (hasDerivAt_id' y)).div_const 6)).congr_deriv (by ring)) s4 x
```

Starting from $|\cos y|\le1$, five applications bound in turn $\sin y$, $1-\cos y$, $y-\sin y$, $\cos y-1+y^2/2$ and $\sin y-y+y^3/6$. The last bound is $|x|^5$.

```lean
/-- The cubic term of the sine: `(x - sin x)/x³` tends to `1/6` as `x → 0`, `x ≠ 0`. -/
lemma sub_sin_limit : Tendsto (fun x : ℝ => (x - sin x) / x ^ 3) (𝓝[≠] 0) (𝓝 (1 / 6)) := by
  have hx : Tendsto (fun x : ℝ => |x| ^ 2) (𝓝[≠] 0) (𝓝 0) :=
    ((continuous_abs.pow 2).tendsto' 0 0 (by simp)).mono_left nhdsWithin_le_nhds
  rw [tendsto_iff_norm_sub_tendsto_zero]
  refine squeeze_zero' (Eventually.of_forall fun _ => norm_nonneg _) ?_ hx
  filter_upwards [self_mem_nhdsWithin] with x h0
  have hx0 : x ≠ 0 := h0
  have h3 : x ^ 3 ≠ 0 := pow_ne_zero 3 hx0
  have e : (x - sin x) / x ^ 3 - 1 / 6 = -(sin x - x + x * x * x / 6) / x ^ 3 := by
    rw [eq_div_iff h3, sub_mul, div_mul_cancel₀ _ h3]
    ring
  rw [e, Real.norm_eq_abs, abs_div, abs_neg, abs_pow, div_le_iff₀ (by positivity)]
  exact (sin_taylor x).trans_eq (by ring)
```

Dividing by $|x|^3$ leaves a remainder of at most $x^2$, so $(x-\sin x)/x^3\to1/6$. The notation `𝓝[≠] 0` means that $x$ approaches zero without equalling it.

```lean
/-- The ratio `sin (b x)/x` tends to `b` as `x → 0`, `x ≠ 0`. -/
lemma sin_limit (b : ℝ) : Tendsto (fun x : ℝ => sin (b * x) / x) (𝓝[≠] 0) (𝓝 b) := by
  have h : HasDerivAt (fun x : ℝ => sin (b * x)) b 0 :=
    (((hasDerivAt_id' (0 : ℝ)).const_mul b).sin).congr_deriv (by simp)
  refine (hasDerivAt_iff_tendsto_slope.mp h).congr (fun x => ?_)
  simp [slope_def_field]
```

This limit is the derivative of $\sin(bx)$ at zero.

```lean
/-- For every real `a`, `(x cos(a x)/sin x - 1)/x²` tends to `1/6 - a²/2` as `x → 0`, `x ≠ 0`. -/
lemma core_limit (a : ℝ) :
    Tendsto (fun x : ℝ => (x * cos (a * x) / sin x - 1) / x ^ 2) (𝓝[≠] 0)
      (𝓝 (1 / 6 - a ^ 2 / 2)) := by
  have h3 := sin_limit 1
  have h : Tendsto (fun x : ℝ => ((x - sin x) / x ^ 3 - 2 * (sin (a / 2 * x) / x) ^ 2)
      / (sin (1 * x) / x)) (𝓝[≠] 0) (𝓝 ((1 / 6 - 2 * (a / 2) ^ 2) / 1)) :=
    (sub_sin_limit.sub (((sin_limit (a / 2)).pow 2).const_mul 2)).div h3 one_ne_zero
  rw [show (1 / 6 - 2 * (a / 2) ^ 2) / 1 = 1 / 6 - a ^ 2 / 2 by ring] at h
  refine h.congr' ?_
  filter_upwards [self_mem_nhdsWithin, h3.eventually_ne one_ne_zero] with x hx hs
  have hx0 : x ≠ 0 := hx
  have hs0 : sin x ≠ 0 := fun h => hs (by simp [h])
  have hc : cos (a * x) = 1 - 2 * sin (a / 2 * x) ^ 2 := by
    have e1 := Real.cos_two_mul (a / 2 * x)
    have e2 := Real.sin_sq_add_cos_sq (a / 2 * x)
    rw [show 2 * (a / 2 * x) = a * x by ring] at e1
    linarith
  rw [hc, one_mul]
  generalize sin (a / 2 * x) = u
  generalize sin x = v at hs0 ⊢
  field_simp
  ring
```

Put $\cos(ax)=1-2\sin^2(ax/2)$. Then
$$\frac{1}{x^2}\left(\frac{x\cos(ax)}{\sin x}-1\right)=\frac{\dfrac{x-\sin x}{x^3}-2\left(\dfrac{\sin(ax/2)}{x}\right)^2}{\dfrac{\sin x}{x}}\longrightarrow\frac16-\frac{a^2}{2}.$$
`field_simp` and `ring` verify the identity; the two preceding lemmas supply the limits.

```lean
/-- For any shift `0 ≤ s ≤ 1`, `N²` times the mesh error tends to `π/6 - π(2s-1)²/2`. -/
theorem error_limit {s : ℝ} (hs0 : 0 ≤ s) (hs1 : s ≤ 1) :
    Tendsto (fun N : ℕ => (N : ℝ) ^ 2 * meshError s N) atTop
      (𝓝 (π / 6 - π * (2 * s - 1) ^ 2 / 2)) := by
  have hx : Tendsto (fun N : ℕ => π / (2 * (N : ℝ))) atTop (𝓝[≠] 0) := by
    refine tendsto_nhdsWithin_iff.mpr ⟨?_, ?_⟩
    · exact (tendsto_const_div_atTop_nhds_zero_nat (π / 2)).congr fun N => by rw [div_div]
    · filter_upwards [eventually_gt_atTop 0] with N hN
      exact (angle hN).1.ne'
  have h := ((core_limit (2 * s - 1)).comp hx).const_mul π
  rw [show π * (1 / 6 - (2 * s - 1) ^ 2 / 2) = π / 6 - π * (2 * s - 1) ^ 2 / 2 by ring] at h
  refine h.congr' ?_
  filter_upwards [eventually_gt_atTop 0] with N hN
  have hN' : (N : ℝ) ≠ 0 := by exact_mod_cast hN.ne'
  have hs : sin (π / (2 * N)) ≠ 0 := (angle hN).2.2.1.ne'
  have hpi := Real.pi_ne_zero
  rw [meshError, zoneMean_eq, meshMean_eq hs0 hs1 hN]
  simp only [Function.comp_apply]
  generalize cos ((2 * s - 1) * (π / (2 * (N : ℝ)))) = c
  generalize sin (π / (2 * (N : ℝ))) = d at hs ⊢
  field_simp
  ring
```

With $a=2s-1$, the error is $\frac4\pi\left(\frac{x\cos(ax)}{\sin x}-1\right)$, and $N^2=\pi^2/(4x^2)$. Hence
$$N^2\,\text{error}=\frac{\pi}{x^2}\left(\frac{x\cos(ax)}{\sin x}-1\right)\longrightarrow\frac\pi6-\frac{\pi(2s-1)^2}{2}.$$
`atTop` means $N\to\infty$, which sends $x$ to zero.

```lean
/-- `N²` times the error tends to `-π/3` on the unshifted mesh and to `π/6` on the half-shifted
mesh, and the ratio of the half-shifted to the unshifted error tends to `-1/2`. -/
theorem shifted_mesh_halves_error :
    Tendsto (fun N : ℕ => (N : ℝ) ^ 2 * meshError 0 N) atTop (𝓝 (-π / 3)) ∧
    Tendsto (fun N : ℕ => (N : ℝ) ^ 2 * meshError (1 / 2) N) atTop (𝓝 (π / 6)) ∧
    Tendsto (fun N : ℕ => meshError (1 / 2) N / meshError 0 N) atTop (𝓝 (-1 / 2)) := by
  have h0 := error_limit (s := 0) le_rfl zero_le_one
  have h1 := error_limit (s := 1 / 2) (by norm_num) (by norm_num)
  rw [show π / 6 - π * (2 * 0 - 1) ^ 2 / 2 = -π / 3 by ring] at h0
  rw [show π / 6 - π * (2 * (1 / 2) - 1) ^ 2 / 2 = π / 6 by ring] at h1
  have hneg : -π / 3 < 0 := by linarith [Real.pi_pos]
  refine ⟨h0, h1, ?_⟩
  -- the factors `N²` cancel in the quotient of the two limits
  have h := h1.div h0 hneg.ne
  rw [show π / 6 / (-π / 3) = -1 / 2 by
    rw [div_eq_iff hneg.ne]
    ring] at h
  refine h.congr' ?_
  filter_upwards [eventually_gt_atTop 0] with N hN
  have hN' : (N : ℝ) ^ 2 ≠ 0 := pow_ne_zero 2 (by exact_mod_cast hN.ne')
  exact mul_div_mul_left _ _ hN'

end

end PhononMesh
```

Setting $s=0$ gives $-\pi/3$, and $s=1/2$ gives $\pi/6$. In the quotient the factors $N^2$ cancel, leaving $-1/2$: half the size, opposite sign. The factor one half is a statement about the limit. At finite $N$ the closed form gives the exact errors; for $N=1$, for example, their ratio is $1-\pi/2\approx-0.571$.

## Four wave numbers in a phonon calculation

To estimate the zero-point energy, one can compute the phonon frequencies at the mesh points and average them. For this one-dimensional chain with $N=4$:

| Mesh | Frequencies | Mean | Error |
|---|---|---|---|
| $s=0$ | $0,\sqrt2,2,\sqrt2$ | 1.2071 | −0.0661 |
| $s=1/2$ | 0.7654, 1.8478, 1.8478, 0.7654 | 1.3066 | +0.0333 |

The exact mean is 1.2732. Halving the means and errors gives the zero-point energies per atom and their errors.

```lean
#print axioms PhononMesh.errors_bracket
-- 'PhononMesh.errors_bracket' depends on axioms: [propext, Classical.choice, Quot.sound]
#print axioms PhononMesh.shifted_mesh_halves_error
-- 'PhononMesh.shifted_mesh_halves_error' depends on axioms: [propext, Classical.choice, Quot.sound]
```
